# Finite mixtures of coherent states have a nonnegative normally ordered moment form

Take one bosonic mode with annihilation operator $a$ and creation operator $b$, and compute the combination
$$\langle b^2a^2\rangle-2\langle ba\rangle+1 .$$
In a coherent state of amplitude $\alpha$ it equals $|\alpha|^4-2|\alpha|^2+1=(|\alpha|^2-1)^2\ge 0$. A finite mixture of coherent states averages such squares, so the value stays nonnegative. In the one-quantum state $\langle b^2a^2\rangle=0$ and $\langle ba\rangle=1$, and the result is $-1$. No finite mixture of coherent states can therefore reproduce these moments.

## The quadratic form and its sign

Let $\psi_i$ be finitely many unit vectors with $a\psi_i=\alpha_i\psi_i$, and let $w_i\ge 0$ be their weights. The mixture has the moments
$$M(p,q)=\sum_i w_i\langle\psi_i,b^pa^q\psi_i\rangle .$$
For complex coefficients $c_{lm}$ with indices from $0$ to $N-1$, define $f(\alpha)=\sum_{l,m}c_{lm}\bar\alpha^{\,l}\alpha^m$. If $a$ and $b$ are mutually adjoint, then
$$\sum_{j,k,l,m}\overline{c_{jk}}\,c_{lm}\,M(k+l,j+m)=\sum_i w_i|f(\alpha_i)|^2\ge 0 .$$
The form is zero exactly when $f(\alpha_i)=0$ for every $i$ with $w_i>0$. The weights need not sum to one, and the commutation relation is not used.

For $N=1$ the form is $|c_{00}|^2\sum_i w_i$, which tests only the total weight.

## A positivity check on computed moments

Collect the moments in a matrix with row index $(j,k)$, column index $(l,m)$ and entries $M(k+l,j+m)$. For a finite coherent mixture of a single mode this matrix is positive semidefinite, so a negative eigenvalue shows that the state under study is not such a mixture, provided that its size exceeds $N^2$ times the largest error of any entry, including the error from a truncated basis. The factor $N^2$ is the dimension of the matrix: errors in the entries can add up in an eigenvalue.

The check needs a tolerance. With fewer than $N^2$ distinct amplitudes, some nonzero $c$ makes $f$ vanish at all of them. The smallest eigenvalue is then exactly zero, and rounding can push it below.

## From eigenvectors to a sum of squares

Repeated use of $a\psi=\alpha\psi$ gives $a^q\psi=\alpha^q\psi$. Adjointness gives $\langle\psi,by\rangle=\langle a\psi,y\rangle=\bar\alpha\langle\psi,y\rangle$, hence $\langle\psi,b^px\rangle=\bar\alpha^{\,p}\langle\psi,x\rangle$. For a unit vector,
$$\langle\psi,b^pa^q\psi\rangle=\bar\alpha^{\,p}\alpha^q .$$
On these moments the form factorises:
$$\sum_{j,k,l,m}\overline{c_{jk}}\,c_{lm}\,\bar\alpha^{\,k+l}\alpha^{j+m}
=\Big(\sum_{j,k}\overline{c_{jk}}\,\alpha^j\bar\alpha^{\,k}\Big)\Big(\sum_{l,m}c_{lm}\bar\alpha^{\,l}\alpha^m\Big)
=|f(\alpha)|^2 .$$
The form is linear in the moments, so a mixture gives $\sum_i w_i|f(\alpha_i)|^2$. A sum of nonnegative terms vanishes only if each term does, which gives the equality case.

For the number state, let $ba\,\varphi=\nu\varphi$ with $\|\varphi\|=1$, and use $ab-ba=1$:
$$b^2a^2=b(ba)a=b(ab-1)a=(ba)^2-ba .$$
Thus $\langle ba\rangle=\nu$ and $\langle b^2a^2\rangle=\nu^2-\nu$. The coefficients of $f(\alpha)=|\alpha|^2-\nu$ are $c_{00}=-\nu$ and $c_{11}=1$, with the others zero, and the form becomes
$$\nu^2-2\nu\langle ba\rangle+\langle b^2a^2\rangle=\nu^2-2\nu^2+\nu^2-\nu=-\nu .$$
For $\nu>0$ this contradicts the sign rule for mixtures. At the limit $\nu=0$ the contradiction disappears: $\|a\varphi\|^2=\langle\varphi,ba\varphi\rangle=0$, so the vacuum is itself a coherent state with amplitude zero.

The commutation relation matters for this exclusion. On the one-dimensional space $\mathbb C$, let $a=b=1$ and $\varphi=1$. The operators are mutually adjoint and $ba\,\varphi=\varphi$, so $\nu=1$, but $\varphi$ is also an eigenvector of $a$. It reproduces its own moments as a mixture of one state.

## The checked file

```lean
import Mathlib

open Finset
open scoped InnerProductSpace ComplexConjugate

namespace NormallyOrderedMomentCriterion

noncomputable section

/- The space `E` plays the role of a common invariant domain of the ladder operators, such as
the Schwartz functions for the harmonic oscillator. That model is not constructed here. -/
variable {E : Type*} [NormedAddCommGroup E] [InnerProductSpace ℂ E]
variable {ι : Type*} [Fintype ι]

/-- The normally ordered moment `⟨b^p a^q⟩` in the state `ψ`. -/
def moment (a b : Module.End ℂ E) (ψ : E) (p q : ℕ) : ℂ :=
  ⟪ψ, (b ^ p * a ^ q) ψ⟫_ℂ

/-- The normally ordered moment of a mixture of the states `ψ i` with weights `w i`. -/
def mixedMoment (a b : Module.End ℂ E) (w : ι → ℝ) (ψ : ι → E) (p q : ℕ) : ℂ :=
  ∑ i, (w i : ℂ) * moment a b (ψ i) p q

/-- The quadratic form of a table of moments `M`, evaluated on the `N × N` array `c`. -/
def momentForm (N : ℕ) (c : ℕ → ℕ → ℂ) (M : ℕ → ℕ → ℂ) : ℂ :=
  ∑ j ∈ range N, ∑ k ∈ range N, ∑ l ∈ range N, ∑ m ∈ range N,
    conj (c j k) * c l m * M (k + l) (j + m)

/-- The phase-space polynomial with coefficients `c` in the amplitude `α` and its conjugate. -/
def phasePoly (N : ℕ) (c : ℕ → ℕ → ℂ) (α : ℂ) : ℂ :=
  ∑ l ∈ range N, ∑ m ∈ range N, c l m * conj α ^ l * α ^ m

/-- In a unit eigenvector of `a` with amplitude `α`, normally ordered moments are products of
powers of `α` and its conjugate. -/
theorem moment_coherent {a b : Module.End ℂ E} (hadj : ∀ x y, ⟪a x, y⟫_ℂ = ⟪x, b y⟫_ℂ)
    {ψ : E} {α : ℂ} (hα : a ψ = α • ψ) (hψ : ‖ψ‖ = 1) (p q : ℕ) :
    moment a b ψ p q = conj α ^ p * α ^ q := by
  -- annihilation operators act to the right
  have hright : ∀ q : ℕ, (a ^ q) ψ = α ^ q • ψ := by
    intro q
    induction q with
    | zero => simp
    | succ q ih =>
      rw [pow_succ, Module.End.mul_apply, hα, map_smul, ih, smul_smul, pow_succ, mul_comm]
  -- creation operators act to the left
  have hleft : ∀ (p : ℕ) (x : E), ⟪ψ, (b ^ p) x⟫_ℂ = conj α ^ p * ⟪ψ, x⟫_ℂ := by
    intro p x
    induction p with
    | zero => simp
    | succ p ih =>
      rw [pow_succ', Module.End.mul_apply, ← hadj, hα, inner_smul_left, ih]
      ring
  rw [moment, Module.End.mul_apply, hright, hleft, inner_smul_right,
    inner_self_eq_norm_sq_to_K, hψ]
  simp

/-- On the moments of a single amplitude `α`, the quadratic form is the squared modulus of the
phase-space polynomial at `α`. -/
theorem momentForm_amplitude (N : ℕ) (c : ℕ → ℕ → ℂ) (α : ℂ) :
    momentForm N c (fun p q => conj α ^ p * α ^ q)
      = (Complex.normSq (phasePoly N c α) : ℂ) := by
  rw [Complex.normSq_eq_conj_mul_self]
  simp only [momentForm, phasePoly, map_sum, map_mul, map_pow, Complex.conj_conj]
  rw [Finset.sum_mul]
  refine Finset.sum_congr rfl fun j _ => ?_
  rw [Finset.sum_mul]
  refine Finset.sum_congr rfl fun k _ => ?_
  rw [Finset.mul_sum]
  refine Finset.sum_congr rfl fun l _ => ?_
  rw [Finset.mul_sum]
  refine Finset.sum_congr rfl fun m _ => ?_
  ring

/-- The quadratic form of a weighted sum of moment tables is the weighted sum of the forms. -/
theorem momentForm_mixture (N : ℕ) (c : ℕ → ℕ → ℂ) (w : ι → ℝ) (M : ι → ℕ → ℕ → ℂ) :
    momentForm N c (fun p q => ∑ i, (w i : ℂ) * M i p q)
      = ∑ i, (w i : ℂ) * momentForm N c (M i) := by
  symm
  simp only [momentForm, Finset.mul_sum]
  -- move the sum over the mixture inside the four index sums
  iterate 4 refine Eq.trans Finset.sum_comm (Finset.sum_congr rfl fun _ _ => ?_)
  refine Finset.sum_congr rfl fun i _ => ?_
  ring

/-- For a mixture of unit eigenvectors of `a`, the quadratic form of the moments is the weighted
sum of the squared moduli of the phase-space polynomial at the amplitudes. -/
theorem momentForm_classical {a b : Module.End ℂ E}
    (hadj : ∀ x y, ⟪a x, y⟫_ℂ = ⟪x, b y⟫_ℂ) (w : ι → ℝ) {ψ : ι → E} {α : ι → ℂ}
    (hα : ∀ i, a (ψ i) = α i • ψ i) (hψ : ∀ i, ‖ψ i‖ = 1) (N : ℕ) (c : ℕ → ℕ → ℂ) :
    momentForm N c (mixedMoment a b w ψ)
      = ((∑ i, w i * Complex.normSq (phasePoly N c (α i)) : ℝ) : ℂ) := by
  have h : mixedMoment a b w ψ
      = fun p q => ∑ i, (w i : ℂ) * (conj (α i) ^ p * α i ^ q) := by
    funext p q
    refine Finset.sum_congr rfl fun i _ => ?_
    rw [moment_coherent hadj (hα i) (hψ i)]
  rw [h, momentForm_mixture N c w (fun i p q => conj (α i) ^ p * α i ^ q)]
  push_cast
  refine Finset.sum_congr rfl fun i _ => ?_
  rw [momentForm_amplitude]

/-- Moment criterion: for every mixture of unit eigenvectors of `a` with nonnegative weights, the
quadratic form of the normally ordered moments is real and nonnegative on every finite array. -/
theorem moment_criterion {a b : Module.End ℂ E}
    (hadj : ∀ x y, ⟪a x, y⟫_ℂ = ⟪x, b y⟫_ℂ) {w : ι → ℝ} (hw : ∀ i, 0 ≤ w i)
    {ψ : ι → E} {α : ι → ℂ} (hα : ∀ i, a (ψ i) = α i • ψ i) (hψ : ∀ i, ‖ψ i‖ = 1)
    (N : ℕ) (c : ℕ → ℕ → ℂ) :
    (momentForm N c (mixedMoment a b w ψ)).im = 0 ∧
      0 ≤ (momentForm N c (mixedMoment a b w ψ)).re := by
  rw [momentForm_classical hadj w hα hψ, Complex.ofReal_im, Complex.ofReal_re]
  exact ⟨rfl, Finset.sum_nonneg fun i _ => mul_nonneg (hw i) (Complex.normSq_nonneg _)⟩

/-- The quadratic form of such a mixture vanishes exactly when the phase-space polynomial is zero
at every amplitude that occurs with positive weight. -/
theorem momentForm_eq_zero_iff {a b : Module.End ℂ E}
    (hadj : ∀ x y, ⟪a x, y⟫_ℂ = ⟪x, b y⟫_ℂ) {w : ι → ℝ} (hw : ∀ i, 0 ≤ w i)
    {ψ : ι → E} {α : ι → ℂ} (hα : ∀ i, a (ψ i) = α i • ψ i) (hψ : ∀ i, ‖ψ i‖ = 1)
    (N : ℕ) (c : ℕ → ℕ → ℂ) :
    momentForm N c (mixedMoment a b w ψ) = 0 ↔ ∀ i, 0 < w i → phasePoly N c (α i) = 0 := by
  rw [momentForm_classical hadj w hα hψ, Complex.ofReal_eq_zero,
    Finset.sum_eq_zero_iff_of_nonneg
      (fun i _ => mul_nonneg (hw i) (Complex.normSq_nonneg _))]
  constructor
  · intro h i hi
    exact Complex.normSq_eq_zero.mp ((mul_eq_zero.mp (h i (Finset.mem_univ i))).resolve_left hi.ne')
  · intro h i _
    rcases (hw i).eq_or_lt with h0 | h0
    · rw [← h0, zero_mul]
    · rw [h i h0, map_zero, mul_zero]

/-- The coefficient array of the phase-space polynomial `|α|² - ν`. -/
def numberTest (ν : ℝ) (j k : ℕ) : ℂ :=
  if j = 0 ∧ k = 0 then -(ν : ℂ) else if j = 1 ∧ k = 1 then 1 else 0

/-- In a unit eigenvector of the number operator `b a` with eigenvalue `ν`, the quadratic form
of the moments takes the value `-ν` on the array of `|α|² - ν`. -/
theorem momentForm_number_state {a b : Module.End ℂ E} (hcomm : a * b - b * a = 1)
    {φ : E} {ν : ℝ} (hν : (b * a) φ = (ν : ℂ) • φ) (hφ : ‖φ‖ = 1) :
    momentForm 2 (numberTest ν) (moment a b φ) = -(ν : ℂ) := by
  have expand : ∀ M : ℕ → ℕ → ℂ, momentForm 2 (numberTest ν) M
      = (ν : ℂ) ^ 2 * M 0 0 - 2 * ν * M 1 1 + M 2 2 := by
    intro M
    simp [momentForm, numberTest, Finset.sum_range_succ]
    ring
  have hself : ⟪φ, φ⟫_ℂ = 1 := by
    rw [inner_self_eq_norm_sq_to_K, hφ]
    simp
  -- normal ordering of the squared number operator
  have hba : b * a = a * b - 1 := by
    rw [← hcomm]
    abel
  have horder : b ^ 2 * a ^ 2 = (b * a) * (b * a) - b * a := by
    calc b ^ 2 * a ^ 2 = b * (b * a) * a := by noncomm_ring
      _ = b * (a * b - 1) * a := by rw [hba]
      _ = (b * a) * (b * a) - b * a := by noncomm_ring
  have h0 : moment a b φ 0 0 = 1 := by
    simpa [moment] using hself
  have h1 : moment a b φ 1 1 = ν := by
    rw [moment, pow_one, pow_one, hν, inner_smul_right, hself, mul_one]
  have h2 : moment a b φ 2 2 = (ν : ℂ) * ν - ν := by
    rw [moment, horder, LinearMap.sub_apply, Module.End.mul_apply (b * a) (b * a), hν,
      map_smul, hν, inner_sub_right, inner_smul_right, inner_smul_right, hself]
    ring
  rw [expand, h0, h1, h2]
  ring

/-- No mixture of unit eigenvectors of `a` with nonnegative weights has the same normally ordered
moments as a unit eigenvector of the number operator with positive eigenvalue. -/
theorem number_state_not_classical {a b : Module.End ℂ E}
    (hadj : ∀ x y, ⟪a x, y⟫_ℂ = ⟪x, b y⟫_ℂ) (hcomm : a * b - b * a = 1)
    {φ : E} {ν : ℝ} (hν : (b * a) φ = (ν : ℂ) • φ) (hφ : ‖φ‖ = 1) (hpos : 0 < ν)
    {w : ι → ℝ} (hw : ∀ i, 0 ≤ w i) {ψ : ι → E} {α : ι → ℂ}
    (hα : ∀ i, a (ψ i) = α i • ψ i) (hψ : ∀ i, ‖ψ i‖ = 1) :
    moment a b φ ≠ mixedMoment a b w ψ := by
  intro h
  have hnn := (moment_criterion hadj hw hα hψ 2 (numberTest ν)).2
  rw [← h, momentForm_number_state hcomm hν hφ, Complex.neg_re, Complex.ofReal_re] at hnn
  linarith

end

end NormallyOrderedMomentCriterion
```

```lean
#print axioms NormallyOrderedMomentCriterion.moment_criterion
#print axioms NormallyOrderedMomentCriterion.momentForm_eq_zero_iff
#print axioms NormallyOrderedMomentCriterion.number_state_not_classical
```

```
'NormallyOrderedMomentCriterion.moment_criterion' depends on axioms: [propext, Classical.choice, Quot.sound]
'NormallyOrderedMomentCriterion.momentForm_eq_zero_iff' depends on axioms: [propext, Classical.choice, Quot.sound]
'NormallyOrderedMomentCriterion.number_state_not_classical' depends on axioms: [propext, Classical.choice, Quot.sound]
```

## How the Lean statements match the physics

The space `E` is a complex inner product space, and `a` and `b` are linear maps from all of `E` to itself. For an oscillator, `E` stands for a common invariant domain of the unbounded ladder operators. The hypothesis `hadj` expresses adjointness, with the inner product conjugate-linear in its first argument. The finite type `ι` labels the components of the mixture, and `range N` makes each index run from $0$ to $N-1$.

`moment_coherent` proves the eigenvector formula by two inductions: one lets powers of `a` act on the eigenvector to their right, and the other carries powers of `b` across the inner product, where they act as powers of `a` on the eigenvector at the left. `momentForm_amplitude` performs the factorisation, and `momentForm_mixture` exchanges the mixture sum with the four index sums. `momentForm_classical` combines them into the weighted sum of squares. From it follow the sign, in `moment_criterion`, and the equality case, in `momentForm_eq_zero_iff`.

`momentForm_number_state` expands the form for the array `numberTest ν`, reorders $b^2a^2$ with `hcomm` and obtains $-\nu$. `number_state_not_classical` assumes that the two moment tables are equal and derives a contradiction from the sign.

## Range of validity for a code

The criterion is a necessary condition: passing it for some $N$, or for all $N$, is not shown to make a state a coherent mixture. Continuous mixtures and several modes are not treated. The file takes the operators and eigenvectors as given and does not construct an oscillator model.

Truncated matrices need care. In finite dimension the trace of $ab-ba$ is zero, so `hcomm` fails for a nonzero space, and the truncated annihilation matrix has only the vacuum as an eigenvector, up to a factor. Truncated coherent vectors with $\alpha\ne 0$ therefore satisfy the eigenvector hypothesis only approximately. For a state supported on the retained levels, however, the truncated matrices give the exact normally ordered moments, because $\langle\psi,b^pa^q\psi\rangle=\langle a^p\psi,a^q\psi\rangle$ and $a$ never leaves those levels. They are the moments of the truncated state, which need not be close to those of the state it approximates. A coherent state with $\alpha\ne 0$ has weight on every level, so apart from the vacuum no state supported on finitely many levels is a coherent mixture. A negative eigenvalue can therefore come from the cutoff alone, and one should check that it persists as the cutoff is raised.
